# The spin-2 matrices satisfy [S_x, S_y] = iS_z and S_x² + S_y² + S_z² = 6 in units of ħ

The theorem concerns a single spin 2, represented by explicit 5 × 5 complex matrices in the basis m = 2, 1, 0, −1, −2, in units of ħ. It states that the commutator of `Sx` and `Sy` is i times `Sz`, and that the squares of the three components add up to 6 times the identity, which is s(s + 1) for s = 2. The proof first computes the two products of the raising operator `Sp` with its conjugate transpose, entry by entry, and finds both diagonal. It then writes the commutator, and the sum of the squares of `Sx` and `Sy`, in terms of these products and compares entries with those of the matrices required.

The first attempt, which Lean rejects:

```lean
import Mathlib

open Matrix

namespace SpinAlgebra

noncomputable section

/-- The spin-2 raising operator in the basis m = 2, 1, 0, -1, -2, in units of ħ. -/
def Sp : Matrix (Fin 5) (Fin 5) ℂ :=
  !![0, 2, 0, 0, 0;
     0, 0, ((√6 : ℝ) : ℂ), 0, 0;
     0, 0, 0, ((√6 : ℝ) : ℂ), 0;
     0, 0, 0, 0, 2;
     0, 0, 0, 0, 0]

/-- The spin component along x, half the sum of the raising and lowering operators. -/
def Sx : Matrix (Fin 5) (Fin 5) ℂ := (1 / 2 : ℂ) • (Sp + Spᴴ)

/-- The spin component along y, the difference of raising and lowering operators over 2i. -/
def Sy : Matrix (Fin 5) (Fin 5) ℂ := (-Complex.I / 2) • (Sp - Spᴴ)

/-- The spin component along z, diagonal with entries m. -/
def Sz : Matrix (Fin 5) (Fin 5) ℂ := Matrix.diagonal ![2, 1, 0, -1, -2]

lemma sqrt_six_mul : ((√6 : ℝ) : ℂ) * ((√6 : ℝ) : ℂ) = 6 := by
  rw [← Complex.ofReal_mul, Real.mul_self_sqrt (by norm_num)]
  norm_num

lemma conj_two : (starRingEnd ℂ) 2 = 2 :=
  Complex.conj_eq_iff_im.mpr (by simp)

/-- The matrices satisfy [S_x, S_y] = i S_z and S_x² + S_y² + S_z² = 2(2+1) = 6. -/
theorem spin_algebra :
    Sx * Sy - Sy * Sx = Complex.I • Sz ∧
      Sx * Sx + Sy * Sy + Sz * Sz = (6 : ℂ) • 1 := by
  have hpm : Sp * Spᴴ = Matrix.diagonal ![4, 6, 6, 4, 0] := by
    ext i j
    fin_cases i <;> fin_cases j <;>
      norm_num [Sp, Matrix.mul_apply, Fin.sum_univ_succ, sqrt_six_mul]
  have hmp : Spᴴ * Sp = Matrix.diagonal ![0, 4, 6, 6, 4] := by
    ext i j
    fin_cases i <;> fin_cases j <;>
      norm_num [Sp, Matrix.mul_apply, Fin.sum_univ_succ, sqrt_six_mul]
  constructor
  · have h : Sx * Sy - Sy * Sx = (Complex.I / 2) • (Sp * Spᴴ - Spᴴ * Sp) := by
      simp only [Sx, Sy, smul_mul_smul_comm, mul_add, add_mul, mul_sub, sub_mul]
      module
    rw [h, hpm, hmp]
    ext i j
    fin_cases i <;> fin_cases j <;> norm_num [Sz] <;> ring
  · have h : Sx * Sx + Sy * Sy = (1 / 2 : ℂ) • (Sp * Spᴴ + Spᴴ * Sp) := by
      have hI : -Complex.I / 2 * (-Complex.I / 2) = -1 / 4 := by
        linear_combination (1 / 4 : ℂ) * Complex.I_mul_I
      simp only [Sx, Sy, smul_mul_smul_comm, hI, mul_add, add_mul, mul_sub, sub_mul]
      module
    rw [h, hpm, hmp]
    ext i j
    fin_cases i <;> fin_cases j <;> norm_num [Sz, Matrix.one_apply]

end

end SpinAlgebra
```

Lean reports:

```
Main.lean:37:60: error: unsolved goals
case «0».«0»
⊢ 2 * (starRingEnd ℂ) 2 = 4

case «3».«3»
⊢ 2 * (starRingEnd ℂ) 2 = 4
Main.lean:41:60: error: unsolved goals
case «1».«1»
hpm : Sp * Spᴴ = diagonal ![4, 6, 6, 4, 0]
⊢ (starRingEnd ℂ) 2 * 2 = 4

case «4».«4»
hpm : Sp * Spᴴ = diagonal ![4, 6, 6, 4, 0]
⊢ (starRingEnd ℂ) 2 * 2 = 4
```

The repair, with which the file compiles:

```diff
@@ -38,9 +38,11 @@
     ext i j
     fin_cases i <;> fin_cases j <;>
-      norm_num [Sp, Matrix.mul_apply, Fin.sum_univ_succ, sqrt_six_mul]
+      norm_num [Sp, Matrix.mul_apply, Fin.sum_univ_succ, sqrt_six_mul] <;>
+      linear_combination 2 * conj_two
   have hmp : Spᴴ * Sp = Matrix.diagonal ![0, 4, 6, 6, 4] := by
     ext i j
     fin_cases i <;> fin_cases j <;>
-      norm_num [Sp, Matrix.mul_apply, Fin.sum_univ_succ, sqrt_six_mul]
+      norm_num [Sp, Matrix.mul_apply, Fin.sum_univ_succ, sqrt_six_mul] <;>
+      linear_combination 2 * conj_two
   constructor
   · have h : Sx * Sy - Sy * Sx = (Complex.I / 2) • (Sp * Spᴴ - Spᴴ * Sp) := by
```

Both messages report entries left unproved after `norm_num`, two in `hpm` and two in `hmp`. All four are diagonal entries in which the matrix element 2 is multiplied by its complex conjugate, and the result should be 4. The conjugate comes from the conjugate transpose and appears as `(starRingEnd ℂ) 2`. The goals are true, but `norm_num`, with the lemmas it was given, left this conjugate unevaluated and so could not finish the arithmetic. The file already proves the missing fact, that the conjugate of 2 is 2, as `conj_two`, but neither call used it.

The repair adds `linear_combination 2 * conj_two` after each `norm_num`. Twice the equation `conj_two` says that twice the conjugate of 2 is 4, which is what remains to be proved. The order of the factors differs between `hpm` and `hmp`, but multiplication in ℂ is commutative and `linear_combination` allows for that, so the same line serves both. Because it is joined by `<;>`, it runs only on the goals `norm_num` leaves open.
